# The Landau–Kolmogorov commutator inequality for a bounded self-adjoint Hamiltonian

A vanishing second time derivative does not make an observable constant. The position of a free particle has zero acceleration and any velocity: formally $[H,[H,x]]=0$, while $[H,x]\neq 0$. A small double commutator therefore says nothing by itself about the rate of change $i[H,A]$ (with $\hbar=1$). It does once $H$ and $A$ are bounded and $H$ is self-adjoint. In the operator norm, which for a matrix is the largest singular value,

$$\|[H,A]\|^2\le 2\,\|A\|\,\|[H,[H,A]]\|.$$

For such $H$, in particular for a Hermitian Hamiltonian matrix in a finite orthonormal basis, this limits how fast the expectation value of $A$ in any normalised state can change. $A$ itself need not be self-adjoint.

```lean
import Mathlib

namespace LandauKolmogorovCommutator

noncomputable section
```

The commutator is defined in any ring.

```lean
/-- The commutator `[H, A] = H A - A H`. -/
def comm {R : Type*} [Ring R] (H A : R) : R := H * A - A * H
```

## Bounded acceleration

Let $f$ be a twice differentiable curve in a real normed space, with $\|f''\|\le M$ at all times. Then the velocity changes by at most $M|s|$ in a time $s$. Fix $x$ and set

$$g(s)=f(x+s)-f(x-s)-2s\,f'(x),\qquad g(0)=0.$$

Its derivative is $[f'(x+s)-f'(x)]+[f'(x-s)-f'(x)]$, of norm at most $2Ms$ for $s\ge0$. Integrating from $0$ to $t$ gives $\|g(t)\|\le Mt^2$.

In `central_difference`, `hlip` is the bound on the velocity change, `hg` the derivative of $g$ and `hbound` its estimate; `key` does the integration. Without a bound on the acceleration, $f(t)=\sin kt$ stays within $1$ and reaches any speed $k$.

```lean
section Curves

variable {E : Type*} [NormedAddCommGroup E] [NormedSpace ℝ E]

/-- If the acceleration of a curve is bounded by `M`, the displacement between the times
`x - t` and `x + t` differs from `2 t` times the velocity at `x` by at most `M t ^ 2`. -/
theorem central_difference {f f' f'' : ℝ → E} {M : ℝ}
    (hf : ∀ s, HasDerivAt f (f' s) s) (hf' : ∀ s, HasDerivAt f' (f'' s) s)
    (hM : ∀ s, ‖f'' s‖ ≤ M) (x : ℝ) {t : ℝ} (ht : 0 ≤ t) :
    ‖f (x + t) - f (x - t) - (2 * t) • f' x‖ ≤ M * t ^ 2 := by
  -- the velocity changes at most linearly
  have hlip : ∀ s, ‖f' s - f' x‖ ≤ M * ‖s - x‖ := fun s =>
    Convex.norm_image_sub_le_of_norm_hasDerivWithin_le
      (fun y _ => (hf' y).hasDerivWithinAt) (fun y _ => hM y) convex_univ
      (Set.mem_univ x) (Set.mem_univ s)
  have hg : ∀ s, HasDerivAt (fun s => f (x + s) - f (x - s) - (2 * s) • f' x)
      (f' (x + s) + f' (x - s) - (2 : ℝ) • f' x) s := by
    intro s
    have h1 := (hf (x + s)).comp_const_add x s
    have h2 := (hf (x - s)).comp_const_sub x s
    have h3 := ((hasDerivAt_id s).const_mul (2 : ℝ)).smul_const (f' x)
    rw [mul_one] at h3
    exact ((h1.fun_sub h2).fun_sub h3).congr_deriv (by rw [sub_neg_eq_add])
  have hB : ∀ s : ℝ, HasDerivAt (fun s => M * s ^ 2) (M * (2 * s)) s := by
    intro s
    have h := (hasDerivAt_pow 2 s).const_mul M
    exact h.congr_deriv (by simp)
  have hbound : ∀ s ∈ Set.Ico 0 t,
      ‖f' (x + s) + f' (x - s) - (2 : ℝ) • f' x‖ ≤ M * (2 * s) := by
    intro s hs
    have h1 := hlip (x + s)
    have h2 := hlip (x - s)
    rw [show x + s - x = s by ring, Real.norm_of_nonneg hs.1] at h1
    rw [show x - s - x = -s by ring, norm_neg, Real.norm_of_nonneg hs.1] at h2
    have h3 : f' (x + s) + f' (x - s) - (2 : ℝ) • f' x
        = (f' (x + s) - f' x) + (f' (x - s) - f' x) := by module
    rw [h3]
    have h4 := norm_add_le (f' (x + s) - f' x) (f' (x - s) - f' x)
    linarith
  -- integrate the bound on the derivative from 0 to t
  have key := image_norm_le_of_norm_deriv_right_le_deriv_boundary (a := 0) (b := t)
    (fun s _ => (hg s).continuousAt.continuousWithinAt)
    (fun s _ => (hg s).hasDerivWithinAt) (by simp) hB hbound
  exact key ⟨ht, le_rfl⟩
```

## Bounded position at all times

Now let $\|f\|\le M_0$ and $\|f''\|\le M_2$ on the whole time axis, and write $v=\|f'(x)\|$. The triangle inequality gives $2tv\le 2M_0+M_2t^2$ for $t\ge0$, so

$$M_2t^2-2vt+2M_0\ge0.$$

For $t<0$ every term is non-negative, so this holds for all real $t$. Hence the discriminant $4v^2-8M_0M_2$ is not positive, and $v^2\le2M_0M_2$. For $M_2>0$ this is the choice $t=v/M_2$; for $M_2=0$ large $t$ forces $v=0$.

The Lean proof takes the same two cases for the sign of $t$ and then applies `discrim_le_zero`. A bound on the position over a finite interval is not enough, since uniform motion satisfies it with $M_2=0$ and $v>0$. Of the Landau–Kolmogorov family of estimates for intermediate derivatives, this is the case of the first derivative between the zeroth and the second.

```lean
/-- Landau-Kolmogorov inequality on the whole time axis: a curve bounded by `M₀` with
acceleration bounded by `M₂` has squared speed at most `2 M₀ M₂` at every time. -/
theorem landau_inequality {f f' f'' : ℝ → E} {M₀ M₂ : ℝ}
    (hf : ∀ s, HasDerivAt f (f' s) s) (hf' : ∀ s, HasDerivAt f' (f'' s) s)
    (h0 : ∀ s, ‖f s‖ ≤ M₀) (h2 : ∀ s, ‖f'' s‖ ≤ M₂) (x : ℝ) :
    ‖f' x‖ ^ 2 ≤ 2 * M₀ * M₂ := by
  have hM₀ : 0 ≤ M₀ := (norm_nonneg _).trans (h0 x)
  have hM₂ : 0 ≤ M₂ := (norm_nonneg _).trans (h2 x)
  have key : ∀ t : ℝ, 0 ≤ M₂ * (t * t) + (-(2 * ‖f' x‖)) * t + 2 * M₀ := by
    intro t
    rcases le_total 0 t with ht | ht
    · have h3 := central_difference hf hf' h2 x ht
      have h4 : ‖(2 * t) • f' x‖ = 2 * t * ‖f' x‖ := by
        rw [norm_smul, Real.norm_of_nonneg (by positivity)]
      have h5 := norm_sub_norm_le ((2 * t) • f' x) (f (x + t) - f (x - t))
      rw [norm_sub_rev ((2 * t) • f' x) _, h4] at h5
      have h6 := norm_sub_le (f (x + t)) (f (x - t))
      nlinarith [h0 (x + t), h0 (x - t)]
    · have h3 := mul_nonneg (norm_nonneg (f' x)) (neg_nonneg.2 ht)
      nlinarith [mul_nonneg hM₂ (mul_self_nonneg t)]
  -- optimizing over t is the statement that the discriminant is not positive
  have hd := discrim_le_zero key
  unfold discrim at hd
  nlinarith

end Curves
```

## A Hamiltonian of finite norm

`CStarAlgebra 𝔄` makes $H$ and $A$ elements of a unital C*-algebra, for instance bounded operators on a Hilbert space with the operator norm. The exponential series then converges and defines

$$A(t)=e^{itH}Ae^{-itH}.$$

```lean
variable {𝔄 : Type*} [CStarAlgebra 𝔄]

/-- The Heisenberg evolution `exp(itH) B exp(-itH)` of `B` under the Hamiltonian `H`. -/
def heisenberg (H B : 𝔄) (t : ℝ) : 𝔄 :=
  NormedSpace.exp (t • (Complex.I • H)) * B * NormedSpace.exp ((-t) • (Complex.I • H))
```

The product rule gives

$$\frac{dA(t)}{dt}=e^{itH}(iHA-iAH)e^{-itH}=(i[H,A])(t).$$

In Lean, `hU` and `hV` differentiate the two exponentials, with the generator placed next to the operator in the middle. Self-adjointness is not yet used.

```lean
/-- Heisenberg equation of motion: the time derivative of the evolved `B` is the evolved
`i [H, B]`. -/
theorem hasDerivAt_heisenberg (H B : 𝔄) (t : ℝ) :
    HasDerivAt (heisenberg H B) (heisenberg H (Complex.I • comm H B) t) t := by
  have hU : HasDerivAt (fun s : ℝ => NormedSpace.exp (s • (Complex.I • H)))
      (NormedSpace.exp (t • (Complex.I • H)) * (Complex.I • H)) t := by
    apply hasDerivAt_exp_smul_const
  have hW : HasDerivAt (fun s : ℝ => NormedSpace.exp (s • (Complex.I • H)))
      ((Complex.I • H) * NormedSpace.exp ((-t) • (Complex.I • H))) (-t) := by
    apply hasDerivAt_exp_smul_const'
  have hV := hW.scomp t (hasDerivAt_neg t)
  refine ((hU.mul_const B).mul hV).congr_deriv ?_
  simp only [heisenberg, comm, Function.comp_apply, smul_sub, neg_smul, one_smul, mul_sub,
    sub_mul, mul_neg, smul_mul_assoc, mul_smul_comm, mul_assoc]
  abel
```

Continuum Hamiltonians with kinetic energy are unbounded. Passing to them from a finite basis or a cutoff is a step that the hypotheses leave open, and the free particle shows that, when both operators are unbounded, a vanishing double commutator no longer forces $[H,A]=0$.

## A self-adjoint Hamiltonian

`IsSelfAdjoint H` means $H^\dagger=H$, so $U=e^{itH}$ is unitary. Then $\|UB\|^2=\|B^\dagger U^\dagger UB\|=\|B\|^2$, and likewise for multiplication from the right. Evolution thus preserves the norm.

```lean
/-- Evolution under a self-adjoint Hamiltonian preserves the norm. -/
theorem norm_heisenberg {H : 𝔄} (hH : IsSelfAdjoint H) (B : 𝔄) (t : ℝ) :
    ‖heisenberg H B t‖ = ‖B‖ := by
  -- the propagators are unitary
  have hU : ∀ s : ℝ, NormedSpace.exp (s • (Complex.I • H)) ∈ unitary 𝔄 := by
    intro s
    have hs : IsSelfAdjoint (s • H) := (IsSelfAdjoint.all s).smul hH
    have h := (selfAdjoint.expUnitary ⟨s • H, hs⟩).property
    rw [smul_comm s Complex.I H]
    exact h
  rw [heisenberg, CStarRing.norm_mul_mem_unitary _ (hU _),
    CStarRing.norm_mem_unitary_mul _ (hU _)]
```

The curve $f(t)=A(t)$ has $f'(t)=(i[H,A])(t)$ and $f''(t)=-([H,[H,A]])(t)$. Their norms are constant, so $M_0=\|A\|$ and $M_2=\|[H,[H,A]]\|$, and the curve estimate at $x=0$ is the claim. In the Lean proof, `hc` moves the factor $i$ out of the outer commutator.

```lean
/-- Landau-Kolmogorov commutator inequality: for self-adjoint `H` and any `A` in a unital
C*-algebra, `‖[H, A]‖ ^ 2 ≤ 2 ‖A‖ ‖[H, [H, A]]‖`. -/
theorem norm_comm_sq_le {H : 𝔄} (hH : IsSelfAdjoint H) (A : 𝔄) :
    ‖comm H A‖ ^ 2 ≤ 2 * ‖A‖ * ‖comm H (comm H A)‖ := by
  have h := landau_inequality (hasDerivAt_heisenberg H A)
    (hasDerivAt_heisenberg H (Complex.I • comm H A))
    (fun s => (norm_heisenberg hH A s).le) (fun s => (norm_heisenberg hH _ s).le) 0
  have hc : comm H (Complex.I • comm H A) = Complex.I • comm H (comm H A) := by
    simp only [comm, mul_smul_comm, smul_mul_assoc, smul_sub, mul_sub, sub_mul]
  rw [hc, norm_heisenberg hH] at h
  simpa only [norm_smul, Complex.norm_I, one_mul] using h
```

If $[H,[H,B]]=0$, the inequality gives $[H,B]=0$. With $B$ an iterated commutator of $A$, this removes one commutator at a time. By induction, if $n+1$ nested commutators with $H$ vanish, for any $n\ge0$, then $A$ is already conserved.

```lean
/-- If some iterated commutator `[H, [H, ..., [H, A]]]` with a self-adjoint `H` vanishes,
then `A` already commutes with `H`. -/
theorem comm_eq_zero_of_iterate {H : 𝔄} (hH : IsSelfAdjoint H) (A : 𝔄) (n : ℕ)
    (h : (comm H)^[n + 1] A = 0) : comm H A = 0 := by
  induction n with
  | zero => exact h
  | succ n ih =>
    apply ih
    rw [Function.iterate_succ_apply', Function.iterate_succ_apply'] at h
    -- the inequality removes one commutator
    have h1 := norm_comm_sq_le hH ((comm H)^[n] A)
    rw [h, norm_zero, mul_zero] at h1
    rw [Function.iterate_succ_apply']
    exact norm_eq_zero.1 (pow_eq_zero_iff two_ne_zero |>.1 (le_antisymm h1 (sq_nonneg _)))
```

For general $H$ this fails. Take $H=|0\rangle\langle1|$ and $A=|1\rangle\langle1|$. Then $HA=H$ and $AH=0$, so $[H,A]=H\ne0$ but $[H,[H,A]]=0$. Here $A(t)=A+itH$ grows without bound, like the free particle's position. Lean finds a non-zero entry in the first commutator and checks that every entry of the second is zero. Despite the name `selfAdjoint_needed`, the example only shows that some condition on $H$ is required: this $H$ is not even normal.

```lean
/-- For `H = !![0, 1; 0, 0]`, which is not self-adjoint, and `A = !![0, 0; 0, 1]`, the double
commutator `[H, [H, A]]` vanishes although `[H, A]` does not. -/
theorem selfAdjoint_needed :
    comm (!![0, 1; 0, 0] : Matrix (Fin 2) (Fin 2) ℂ) !![0, 0; 0, 1] ≠ 0 ∧
    comm (!![0, 1; 0, 0] : Matrix (Fin 2) (Fin 2) ℂ)
      (comm !![0, 1; 0, 0] !![0, 0; 0, 1]) = 0 := by
  constructor
  · intro h
    have h01 := congrFun (congrFun h 0) 1
    simp [comm] at h01
  · ext i j
    fin_cases i <;> fin_cases j <;> simp [comm]

end

end LandauKolmogorovCommutator
```

```lean
#print axioms LandauKolmogorovCommutator.landau_inequality
-- 'LandauKolmogorovCommutator.landau_inequality' depends on axioms: [propext, Classical.choice, Quot.sound]
#print axioms LandauKolmogorovCommutator.comm_eq_zero_of_iterate
-- 'LandauKolmogorovCommutator.comm_eq_zero_of_iterate' depends on axioms: [propext, Classical.choice, Quot.sound]
#print axioms LandauKolmogorovCommutator.selfAdjoint_needed
-- 'LandauKolmogorovCommutator.selfAdjoint_needed' depends on axioms: [propext, Classical.choice, Quot.sound]
```
